# Bluestein's chirp transform: N Fourier sums from one cyclic convolution of any positive length M ≥ 2N − 2

**Q:** Before you claim anything, what are the objects, and which Fourier convention do they fix?

**A:** Take a commutative ring $R$, an invertible element $z$ (`z : Rˣ`) and $w=z^2$. The signal is `x : ℕ → R`, of which only $x_0,\dots,x_{N-1}$ enter. The wanted quantities are
$$X_k=\sum_{j<N}x_j\,w^{jk},\qquad 0\le k<N .$$
The usual discrete Fourier transform is the case $R=\mathbb C$, $z=e^{-\pi i/N}$, with a minus sign in the exponent and no prefactor.

```lean
import Mathlib

namespace BluesteinChirp

noncomputable section

variable {R : Type*} [CommRing R]
```

A sequence of period $M$ is a function on `ZMod M`, the integers modulo $M$. Padding keeps the first $N$ values and sets the rest to zero.

```lean
/-- The first `N` values of a signal, placed on a periodic grid of `M` points and
padded with zeros. -/
def zeroPad (N M : ℕ) (f : ℕ → R) : ZMod M → R :=
  fun m => if m.val < N then f m.val else 0
```

Cyclic convolution is $(a*b)_k=\sum_j a_j b_{k-j}$, with indices taken modulo $M$. The hypothesis `NeZero M` says that $M>0$.

```lean
/-- The cyclic convolution of two sequences of period `M`. -/
def cyclicConv {M : ℕ} [NeZero M] (a b : ZMod M → R) : ZMod M → R :=
  fun k => ∑ j, a j * b (k - j)
```

**Q:** A chirp $z^{-d^2}$ is not periodic in general. How can it live on a ring of $M$ points?

**A:** Each grid point gets its signed distance $d$ from the origin, with $-M/2<d\le M/2$; this is `valMinAbs`. The kernel is $z^{-d^2}$ for $|d|<N$ and zero otherwise. Using `val`, which runs from $0$ to $M-1$, would be wrong in general: for $N=3$ and $M=4$ the difference $-1$ would be read as $3$, and its entry would be zero instead of $z^{-1}$.

```lean
/-- The chirp `z^(-d²)` wrapped onto a periodic grid of `M` points, where `d` is the signed
distance to the origin; it is set to zero for `|d| ≥ N`. -/
def chirpKernel (N M : ℕ) (z : Rˣ) : ZMod M → R :=
  fun m => if m.valMinAbs.natAbs < N then ((z ^ (-(m.valMinAbs ^ 2)) : Rˣ) : R) else 0
```

**Q:** The Fourier phase contains the product $jk$, but a convolution needs $k-j$. Where does the difference come from?

**A:** From $(k-j)^2=k^2+j^2-2jk$. Hence
$$w^{jk}=z^{2jk}=z^{k^2}\,z^{j^2}\,z^{-(k-j)^2}.$$
The Lean proof works in the group of units, where exponents may be negative; `ring` checks the identity between the integer exponents, and the result is then carried back to $R$.

```lean
/-- The Fourier phase `w^(jk)` with `w = z²` is a product of three chirps, in `k`, in `j`
and in `k - j`. -/
theorem phase_split (z : Rˣ) (j k : ℕ) :
    ((z : R) ^ 2) ^ (j * k) =
      (z : R) ^ (k ^ 2) * (z : R) ^ (j ^ 2) * ((z ^ (-(((k : ℤ) - j) ^ 2)) : Rˣ) : R) := by
  have h : (z ^ 2) ^ (j * k) = z ^ (k ^ 2) * z ^ (j ^ 2) * z ^ (-(((k : ℤ) - j) ^ 2)) := by
    rw [← zpow_natCast z (k ^ 2), ← zpow_natCast z (j ^ 2), ← zpow_add, ← zpow_add,
      ← pow_mul, ← zpow_natCast z (2 * (j * k))]
    congr 1
    push_cast
    ring
  have h' := congrArg Units.val h
  simpa only [Units.val_mul, Units.val_pow_eq_pow_val] using h'
```

Multiplying by $x_j$, summing, and taking out the factor that does not depend on $j$ gives
$$X_k=z^{k^2}\sum_{j<N}\bigl(x_jz^{j^2}\bigr)\,z^{-(k-j)^2}.$$
This holds for every $k$.

```lean
/-- Bluestein's identity: the Fourier sum is a chirp times the convolution of the
chirp-modulated signal with the inverse chirp. -/
theorem bluestein_sum (z : Rˣ) (x : ℕ → R) (N k : ℕ) :
    ∑ j ∈ Finset.range N, x j * ((z : R) ^ 2) ^ (j * k) =
      (z : R) ^ (k ^ 2) * ∑ j ∈ Finset.range N,
        x j * (z : R) ^ (j ^ 2) * ((z ^ (-(((k : ℤ) - j) ^ 2)) : Rˣ) : R) := by
  rw [Finset.mul_sum]
  refine Finset.sum_congr rfl fun j _ => ?_
  rw [phase_split]
  ring
```

**Q:** That sum has $N$ terms, while your convolution runs over $M$ points.

**A:** The padded entries vanish, so only $j<N$ survives, provided that $N\le M$. The proof matches each $j<N$ with its grid point: distinct $j$ land on distinct points, and every other point contributes zero.

```lean
/-- A weighted sum of a zero-padded signal over the whole periodic grid is the sum over its
first `N` points, provided the grid has at least `N` points. -/
theorem sum_zeroPad_mul {N M : ℕ} [NeZero M] (hNM : N ≤ M) (f : ℕ → R) (g : ZMod M → R) :
    ∑ m, zeroPad N M f m * g m = ∑ j ∈ Finset.range N, f j * g (j : ZMod M) := by
  symm
  refine Finset.sum_of_injOn (fun j : ℕ => (j : ZMod M)) ?_ ?_ ?_ ?_
  · intro i hi j hj hij
    have hi' := Finset.mem_range.mp (Finset.mem_coe.mp hi)
    have hj' := Finset.mem_range.mp (Finset.mem_coe.mp hj)
    have h : (i : ZMod M).val = (j : ZMod M).val := congrArg ZMod.val hij
    rwa [ZMod.val_natCast_of_lt (hi'.trans_le hNM),
      ZMod.val_natCast_of_lt (hj'.trans_le hNM)] at h
  · intro j _
    exact Finset.mem_coe.mpr (Finset.mem_univ _)
  · intro m _ hm
    have hlt : ¬ m.val < N := fun hlt =>
      hm ⟨m.val, Finset.mem_coe.mpr (Finset.mem_range.mpr hlt), ZMod.natCast_zmod_val m⟩
    rw [zeroPad, if_neg hlt, zero_mul]
  · intro j hj
    have hj' := Finset.mem_range.mp hj
    change f j * g (j : ZMod M) =
      (if (j : ZMod M).val < N then f (j : ZMod M).val else 0) * g (j : ZMod M)
    rw [ZMod.val_natCast_of_lt (hj'.trans_le hNM), if_pos hj']
```

**Q:** The differences $k-j$ run from $-(N-1)$ to $N-1$. That is $2N-1$ values, so surely you need $M\ge 2N-1$?

**A:** For $N\ge2$ one point fewer is enough. Two of these differences are at most $2N-2$ apart, so at $M=2N-2$ only the endpoints $\pm(N-1)$ coincide, and there the chirp takes the same value because it is even. The proof treats this case, $2d=-M$, separately: the grid stores $-d$, and `neg_sq` removes the sign. In all other cases the stored representative is $d$ itself.

```lean
/-- On a grid of `M ≥ 2N - 2` points the wrapped kernel has the value `z^(-d²)` at every
displacement `|d| < N`. -/
theorem chirpKernel_intCast {N M : ℕ} [NeZero M] (hM : 2 * N ≤ M + 2) (z : Rˣ) (d : ℤ)
    (hd : d.natAbs < N) :
    chirpKernel N M z (d : ZMod M) = ((z ^ (-(d ^ 2)) : Rˣ) : R) := by
  have hpos : 0 < M := NeZero.pos M
  by_cases hb : d * 2 = -(M : ℤ)
  · -- at the edge of the grid `d` and `-d` coincide, and the chirp is even
    have h : (d : ZMod M).valMinAbs = -d := by
      refine (ZMod.valMinAbs_spec _ _).mpr ⟨?_, Set.mem_Ioc.mpr ⟨by omega, by omega⟩⟩
      exact (ZMod.intCast_eq_intCast_iff_dvd_sub _ _ _).mpr ⟨1, by linarith⟩
    have hlt : (-d).natAbs < N := by omega
    rw [chirpKernel, h, if_pos hlt, neg_sq]
  · have h : (d : ZMod M).valMinAbs = d :=
      (ZMod.valMinAbs_spec _ _).mpr ⟨rfl, Set.mem_Ioc.mpr ⟨by omega, by omega⟩⟩
    rw [chirpKernel, h, if_pos hd]
```

With $a_j=x_jz^{j^2}$, padded by zeros, and $b$ the wrapped kernel, the sum becomes a cyclic convolution:
$$X_k=z^{k^2}(a*b)_k,\qquad k<N .$$
The condition $M\ge 2N-2$ appears as `2 * N ≤ M + 2`, which avoids subtraction of natural numbers. The proof applies the three preceding results in turn.

```lean
/-- Bluestein's chirp transform: for `k < N` the Fourier sum with `w = z²` is a chirp times a
cyclic convolution of zero-padded sequences, of any length `M ≥ 2N - 2` with `M > 0`. -/
theorem bluestein_cyclic {N M : ℕ} [NeZero M] (hM : 2 * N ≤ M + 2) (z : Rˣ) (x : ℕ → R)
    {k : ℕ} (hk : k < N) :
    ∑ j ∈ Finset.range N, x j * ((z : R) ^ 2) ^ (j * k) =
      (z : R) ^ (k ^ 2) * cyclicConv (zeroPad N M fun j => x j * (z : R) ^ (j ^ 2))
        (chirpKernel N M z) (k : ZMod M) := by
  have hpos : 0 < M := NeZero.pos M
  have hNM : N ≤ M := by omega
  rw [bluestein_sum, cyclicConv, sum_zeroPad_mul hNM]
  congr 1
  refine Finset.sum_congr rfl fun j hj => ?_
  have hj' := Finset.mem_range.mp hj
  have e : (k : ZMod M) - (j : ZMod M) = (((k : ℤ) - j : ℤ) : ZMod M) := by simp
  rw [e, chirpKernel_intCast hM z _ (by omega)]
```

**Q:** Could a cleverer kernel save another point?

**A:** Not in general. Let $N\ge3$ and $M=2N-3$, and suppose that some $b$ works for all signals. A unit pulse at $j=0$, read at $k=N-1$, gives $1=z^{(N-1)^2}b_{N-1}$. A pulse at $j=N-2$, read at $k=0$, gives $1=z^{(N-2)^2}b_{-(N-2)}$. The two indices differ by $2N-3$, so they are the same grid point. Multiplying the second equation by $z^{2N-3}$ and comparing with the first gives $z^{2N-3}=1$. For $z=e^{-\pi i/N}$ that power is $e^{3\pi i/N}$, which is not $1$ when $N\ge3$.

In Lean $N=n+3$, and `key` holds the pulse equations. The theorem concerns this one length and this arrangement of modulation and padding. It does not make $2N-2$ the smallest length that ever works: for even $N\ge4$ and $z=e^{-\pi i/N}$ the chirp $z^{-d^2}$ has period $N$ in $d$, so $M=N$ is enough with the kernel $b_d=z^{-d^2}$.

```lean
/-- Sharpness: for `N = n + 3` points and the shorter length `2N - 3 = 2n + 3`, a kernel `b`
that reproduces the Fourier sums of all signals exists only if `z^(2N-3) = 1`. -/
theorem length_sharp (n : ℕ) (z : Rˣ) (b : ZMod (2 * n + 3) → R)
    (h : ∀ x : ℕ → R, ∀ k < n + 3,
      ∑ j ∈ Finset.range (n + 3), x j * ((z : R) ^ 2) ^ (j * k) =
        (z : R) ^ (k ^ 2) * cyclicConv
          (zeroPad (n + 3) (2 * n + 3) fun j => x j * (z : R) ^ (j ^ 2)) b
          (k : ZMod (2 * n + 3))) :
    (z : R) ^ (2 * n + 3) = 1 := by
  have hNM : n + 3 ≤ 2 * n + 3 := by omega
  -- a unit pulse at `j` reads off a single kernel value
  have key : ∀ j k : ℕ, j < n + 3 → k < n + 3 → ((z : R) ^ 2) ^ (j * k) =
      (z : R) ^ (k ^ 2) * ((z : R) ^ (j ^ 2) *
        b ((k : ZMod (2 * n + 3)) - (j : ZMod (2 * n + 3)))) := by
    intro j k hj hk
    have hx := h (fun i => if i = j then 1 else 0) k hk
    rw [cyclicConv, sum_zeroPad_mul hNM] at hx
    simpa only [ite_mul, one_mul, zero_mul, Finset.sum_ite_eq', Finset.mem_range,
      if_pos hj] using hx
  have h1 := key 0 (n + 2) (by omega) (by omega)
  have h2 := key (n + 1) 0 (by omega) (by omega)
  -- the displacements `n + 2` and `-(n + 1)` fall on the same grid point
  have e : ((0 : ℕ) : ZMod (2 * n + 3)) - ((n + 1 : ℕ) : ZMod (2 * n + 3)) =
      ((n + 2 : ℕ) : ZMod (2 * n + 3)) - ((0 : ℕ) : ZMod (2 * n + 3)) := by
    have h0 : ((2 * n + 3 : ℕ) : ZMod (2 * n + 3)) = 0 := ZMod.natCast_self _
    push_cast at h0 ⊢
    linear_combination -h0
  rw [e] at h2
  simp only [zero_mul, mul_zero, zero_pow two_ne_zero, pow_zero, one_mul] at h1 h2
  linear_combination (z : R) ^ (2 * n + 3) * h2 - h1
```

**Q:** So far you have replaced one sum by another. Where do transforms of length $M$ come in?

**A:** Through the convolution theorem over $\mathbb C$. Write $\hat a_k=\sum_m a_m e^{-2\pi i mk/M}$, which is Mathlib's `ZMod.dft`. Substituting $m=l+j$ (the code writes `i` for $l$),
$$\widehat{(a*b)}_k=\sum_j a_j\sum_m b_{m-j}\,e^{-2\pi i mk/M}
=\sum_j a_je^{-2\pi i jk/M}\sum_l b_le^{-2\pi i lk/M}=\hat a_k\hat b_k .$$
In the proof, `Finset.sum_comm` exchanges the sums, `Equiv.addRight j` makes the shift, and `AddChar.map_add_eq_mul` splits the phase.

```lean
/-- The convolution theorem: the discrete Fourier transform turns cyclic convolution into a
pointwise product. -/
theorem dft_cyclicConv {M : ℕ} [NeZero M] (a b : ZMod M → ℂ) (k : ZMod M) :
    ZMod.dft (cyclicConv a b) k = ZMod.dft a k * ZMod.dft b k := by
  simp only [ZMod.dft_apply, cyclicConv, smul_eq_mul]
  rw [Finset.sum_mul_sum]
  simp only [Finset.mul_sum]
  refine Finset.sum_comm.trans (Finset.sum_congr rfl fun j _ => ?_)
  -- shift the summation variable by `j`
  refine (Fintype.sum_equiv (Equiv.addRight j) _ _ fun i => ?_).symm
  have e : -((i + j) * k) = -(j * k) + -(i * k) := by ring
  simp only [Equiv.coe_addRight, add_sub_cancel_right, e, AddChar.map_add_eq_mul]
  ring
```

The convolution can therefore be computed by two forward transforms, a pointwise product and one inverse transform.

```lean
/-- Transform two periodic sequences, multiply them pointwise and transform back. -/
def fftConv {M : ℕ} [NeZero M] (a b : ZMod M → ℂ) : ZMod M → ℂ :=
  (ZMod.dft : (ZMod M → ℂ) ≃ₗ[ℂ] (ZMod M → ℂ)).symm
    (fun m => ZMod.dft a m * ZMod.dft b m)
```

As chirp base we take $e^{-\pi i/N}$, whose square is the Fourier phase $e^{-2\pi i/N}$.

```lean
/-- The chirp base `exp(-πi/N)`, for `N ≠ 0`. -/
def chirpRoot (N : ℕ) : ℂˣ :=
  Units.mk0 (Complex.exp (-(Real.pi * Complex.I / N))) (Complex.exp_ne_zero _)
```

The last theorem puts this together: modulate and pad the signal, convolve by transforms of length $M$, and multiply by $z^{k^2}$. Its proof identifies `fftConv` with `cyclicConv`, applies `bluestein_cyclic`, and checks that the powers of $z^2$ are the required exponentials.

```lean
/-- The discrete Fourier transform of length `N` is obtained from transforms of any length `M ≥ 2N -
2` with `M > 0`, through a convolution with a chirp kernel, with chirp modulation before and after.
-/
theorem dft_via_fftConv {N M : ℕ} [NeZero M] (hM : 2 * N ≤ M + 2) (x : ℕ → ℂ)
    {k : ℕ} (hk : k < N) :
    ∑ j ∈ Finset.range N, x j * Complex.exp (-(2 * Real.pi * Complex.I * j * k / N)) =
      (chirpRoot N : ℂ) ^ (k ^ 2) *
        fftConv (zeroPad N M fun j => x j * (chirpRoot N : ℂ) ^ (j ^ 2))
          (chirpKernel N M (chirpRoot N)) (k : ZMod M) := by
  have hconv : ∀ a b : ZMod M → ℂ, fftConv a b = cyclicConv a b := by
    intro a b
    rw [fftConv, LinearEquiv.symm_apply_eq]
    funext m
    exact (dft_cyclicConv a b m).symm
  rw [hconv, ← bluestein_cyclic hM (chirpRoot N) x hk]
  refine Finset.sum_congr rfl fun j _ => ?_
  congr 1
  rw [chirpRoot, Units.val_mk0, ← pow_mul, ← Complex.exp_nat_mul]
  congr 1
  push_cast
  ring

end

end BluesteinChirp
```

```lean
#print axioms BluesteinChirp.bluestein_cyclic
#print axioms BluesteinChirp.length_sharp
#print axioms BluesteinChirp.dft_via_fftConv
```

```
'BluesteinChirp.bluestein_cyclic' depends on axioms: [propext, Classical.choice, Quot.sound]
'BluesteinChirp.length_sharp' depends on axioms: [propext, Classical.choice, Quot.sound]
'BluesteinChirp.dft_via_fftConv' depends on axioms: [propext, Classical.choice, Quot.sound]
```

**Q:** Does that show that the algorithm is fast and accurate?

**A:** No. `fftConv` is defined by exact transforms, so operation counts and rounding errors do not enter. What the identity offers is a way to obtain a one-dimensional transform whose prescribed length has a large prime factor from transforms of a more convenient length, such as a power of two. Plane-wave codes usually avoid the problem by choosing grid lengths with small prime factors.

**Q:** Must the frequencies be the standard ones?

**A:** They need not be, since `bluestein_cyclic` accepts any unit $z$. Replacing $x_j$ by $x_jc^j$, with $c\in R$, gives the neighbouring formula for $\sum_{j<N}x_j(cw^k)^j$. For complex $c$ and $w$ of modulus one, this samples the spectrum at equal steps from a chosen starting frequency, as one does to zoom in on a narrow window.
